# Two attractive delta wells have exactly one bound state that decays faster than that of either well alone

For one particle on a line with two attractive delta wells, of strengths `g1` and `g2` a distance `d` apart, a bound state with decay constant κ satisfies (2κ − g1)(2κ − g2) = g1 g2 exp(−2κd), in units where a single well of strength g has κ = g/2. The theorem `upper_root` takes this equation as given and states that, for positive `g1`, `g2` and `d`, exactly one real solution has 2κ greater than both strengths. For existence, the attempt shows that the left side minus the right is negative at 2κ = max(g1, g2) and positive at 2κ = g1 + g2, then applies the intermediate value theorem. For uniqueness, it shows that above the larger strength the left side strictly increases with κ while the right side strictly decreases, so two different solutions are impossible.

The first attempt, which Lean rejects:

```lean
import Mathlib

open Set Filter Topology
open Real (exp log)

namespace DoubleDeltaWell

noncomputable section

/-- The bound-state equation of two delta wells of strengths `g1`, `g2` at distance `d`. -/
def BoundStateEq (g1 g2 d κ : ℝ) : Prop :=
  (2 * κ - g1) * (2 * κ - g2) = g1 * g2 * exp (-2 * κ * d)

/-- The secular function: left side minus right side of the bound-state equation. -/
def secular (g1 g2 d κ : ℝ) : ℝ :=
  (2 * κ - g1) * (2 * κ - g2) - g1 * g2 * exp (-2 * κ * d)

variable {g1 g2 d : ℝ}

/-- Exactly one root has `2κ` above both well strengths, at any distance. -/
theorem upper_root (h1 : 0 < g1) (h2 : 0 < g2) (hd : 0 < d) :
    ∃! κ, max g1 g2 < 2 * κ ∧ BoundStateEq g1 g2 d κ := by
  have hc : Continuous (secular g1 g2 d) := by unfold secular; fun_prop
  have ha : secular g1 g2 d (max g1 g2 / 2) < 0 := by
    have hz : (2 * (max g1 g2 / 2) - g1) * (2 * (max g1 g2 / 2) - g2) = 0 := by
      rcases max_choice g1 g2 with h | h <;> rw [h] <;> ring
    have hp : 0 < g1 * g2 * exp (-2 * (max g1 g2 / 2) * d) := by positivity
    unfold secular; linarith
  have hb : 0 < secular g1 g2 d ((g1 + g2) / 2) := by
    have he : exp (-2 * ((g1 + g2) / 2) * d) < 1 :=
      Real.exp_lt_one (by nlinarith [mul_pos (add_pos h1 h2) hd])
    unfold secular; nlinarith [mul_pos (mul_pos h1 h2) (sub_pos.2 he)]
  have hm : max g1 g2 ≤ g1 + g2 := max_le (by linarith) (by linarith)
  obtain ⟨κ, hκ, hF⟩ := intermediate_value_Ioo (by linarith) hc.continuousOn ⟨ha, hb⟩
  -- the left side grows and the right side falls with κ
  have key : ∀ a b, a < b → max g1 g2 < 2 * a → BoundStateEq g1 g2 d a →
      BoundStateEq g1 g2 d b → False := by
    intro a b hab hma ea eb
    unfold BoundStateEq at ea eb
    have m1 := le_max_left g1 g2
    have m2 := le_max_right g1 g2
    have hl : (2 * a - g1) * (2 * a - g2) < (2 * b - g1) * (2 * b - g2) :=
      mul_lt_mul'' (by linarith) (by linarith) (by linarith) (by linarith)
    have he : exp (-2 * b * d) < exp (-2 * a * d) :=
      Real.exp_lt_exp.2 (by nlinarith [mul_pos (sub_pos.2 hab) hd])
    have hr := mul_lt_mul_of_pos_left he (mul_pos h1 h2)
    linarith
  refine ⟨κ, ⟨by linarith [hκ.1], sub_eq_zero.1 hF⟩, ?_⟩
  rintro y ⟨hy, ey⟩
  rcases lt_trichotomy y κ with h | h | h
  · exact (key y κ h hy ey (sub_eq_zero.1 hF)).elim
  · exact h
  · exact (key κ y h (by linarith [hκ.1]) (sub_eq_zero.1 hF) ey).elim

end

end DoubleDeltaWell
```

The error:

```
Main.lean:31:6: error(lean.unknownIdentifier): Unknown constant `Real.exp_lt_one`
```

The message says that no constant named `Real.exp_lt_one` exists in the environment Lean is using. The name was called in the proof of `he`, which says that the exponential at 2κ = g1 + g2 is less than 1. It was used as a function that turns a proof that the exponent is negative into that bound, but Lean could not find it.

The repair uses `Real.exp_lt_one_iff`, which states the equivalence of `exp x < 1` and `x < 0`. Because this is an equivalence and not a function, `.2` is added to select the direction from right to left, from a negative exponent to an exponential below 1. What remains to be proved is that the exponent is negative, and the `nlinarith` call already there does this unchanged, using the fact that `(g1 + g2) * d` is positive. The fault was therefore in the lemma's name, and the mathematical argument stays the same.

The mended proof, as a diff:

```diff
@@ -29,5 +29,5 @@
   have hb : 0 < secular g1 g2 d ((g1 + g2) / 2) := by
     have he : exp (-2 * ((g1 + g2) / 2) * d) < 1 :=
-      Real.exp_lt_one (by nlinarith [mul_pos (add_pos h1 h2) hd])
+      Real.exp_lt_one_iff.2 (by nlinarith [mul_pos (add_pos h1 h2) hd])
     unfold secular; nlinarith [mul_pos (mul_pos h1 h2) (sub_pos.2 he)]
   have hm : max g1 g2 ≤ g1 + g2 := max_le (by linarith) (by linarith)
```
